# On a uniform tight-binding ring of N sites, flux π/2 moves the first finite-size error in the local Chebyshev moments from order N to order 2N

Q: I want the local density of states of an infinite chain, but my computer holds a ring of N sites. An electron that hops all the way round returns to its starting site, which can't happen on the chain. I hear that this first shows up in Chebyshev moment N, and that a flux φ = π/2 removes it there. What system is that about?

A: One non-interacting particle on a uniform ring, with no on-site energies. Let U be the forward hop, which takes site j to j + 1 with phase exp(iφ/N), and let U† be the backward hop. Then

H = (U + U†)/2.

The hopping is 1/2, so the band lies in [−1, 1], where Chebyshev polynomials are used. The flux φ is measured so that 2π is one flux quantum.

```lean
import Mathlib

open Polynomial Matrix
open scoped Real

namespace TwistedRingMoments

noncomputable section

/-- The phase `exp(i φ / N)` picked up in one forward hop on a ring of `N ≥ 1` sites
with total flux `φ`. -/
def phase (N : ℕ) (φ : ℝ) : ℂ := Complex.exp (((φ / N : ℝ) : ℂ) * Complex.I)

/-- The forward hop on the ring: it moves a particle from site `j` to site `j + 1`
and multiplies by the hopping phase. -/
def hop (N : ℕ) (φ : ℝ) : Matrix (ZMod N) (ZMod N) ℂ :=
  Matrix.of fun i j => if i = j + 1 then phase N φ else 0

/-- The ring Hamiltonian: half the forward hop plus half its adjoint, the backward hop. -/
def ringH (N : ℕ) (φ : ℝ) : Matrix (ZMod N) (ZMod N) ℂ :=
  (1 / 2 : ℂ) • (hop N φ + (hop N φ)ᴴ)
```

Q: Where is the ring in that code?

A: In `ZMod N`, the integers modulo N, where adding 1 to the last site gives the first. The row index `i` is the arrival site and the column index `j` the departure site. The results hold for all N ≥ 1. From N = 3 on this is the usual nearest-neighbour ring; for N = 2 both hops join the same two sites, and for N = 1 the matrix is the number cos φ.

The moment is the diagonal element T_n(H)_xx, with `aeval` inserting the matrix into the polynomial.

```lean
/-- The `n`-th Chebyshev moment of the ring at site `x`, the matrix element `T_n(H)_xx`. -/
def ringMoment (N : ℕ) [NeZero N] (φ : ℝ) (x : ZMod N) (n : ℕ) : ℂ :=
  (aeval (ringH N φ) (Chebyshev.T ℂ (n : ℤ))) x x
```

Q: "Finite-size error" needs something to compare with. Is the infinite chain really there, or only a list of zeros?

A: It is there, as an operator on functions ℤ → ℂ with hopping 1/2 both ways. Its moment is the amplitude at x of T_n(H) applied to a particle placed at x. The function space carries no inner product, and none is needed: n hops spread a localised particle over finitely many sites.

```lean
/-- Translation of a wave function on the infinite chain by `d` sites. -/
def shift (d : ℤ) : Module.End ℂ (ℤ → ℂ) := LinearMap.funLeft ℂ ℂ (fun x : ℤ => x - d)

/-- The infinite chain with hopping `1/2` in both directions. -/
def chainH : Module.End ℂ (ℤ → ℂ) := (1 / 2 : ℂ) • (shift 1 + shift (-1))

/-- The `n`-th Chebyshev moment of the infinite chain: the amplitude at site `x` of
`T_n(H)` applied to a particle placed at `x`. -/
def chainMoment (x : ℤ) (n : ℕ) : ℂ :=
  (aeval chainH (Chebyshev.T ℂ (n : ℤ))) (Pi.single x 1) x
```

Q: Then here is my doubt. A particle can hop out and back in two steps, on the ring and on the chain. Why is moment 2 not full of such returns?

A: Because the polynomial subtracts them. For N ≥ 3, (H²)_xx = 1/2, and T_2(H) = 2H² − 1 has diagonal element 0. In general, write V = U†, so that UV = VU = 1. The claim is

T_n(H) = (Uⁿ + Vⁿ)/2.

It holds for n = 0 and n = 1, since T_0(H) = 1 and T_1(H) = H. For the next order use T_n+2(H) = 2H T_n+1(H) − T_n(H). The first term is

(U + V)(Uⁿ⁺¹ + Vⁿ⁺¹)/2 = (Uⁿ⁺² + Vⁿ⁺² + Uⁿ + Vⁿ)/2,

because V Uⁿ⁺¹ = Uⁿ and U Vⁿ⁺¹ = Vⁿ. Subtracting T_n(H) = (Uⁿ + Vⁿ)/2 removes the walks that turned back. Only n hops in one direction survive.

The Lean proof is this two-step induction: `hu` and `hv` are the two cancellations, and `key` is the expanded product. It is stated for any two mutually inverse elements of a complex algebra, so it serves ring and chain alike.

```lean
/-- If the hops `U` and `V` undo each other, the `n`-th Chebyshev polynomial of `(U + V)/2`
is the mean of `n` hops with `U` and `n` hops with `V`. -/
theorem chebyshev_of_hops {A : Type*} [Ring A] [Algebra ℂ A] (U V : A)
    (hUV : U * V = 1) (hVU : V * U = 1) (n : ℕ) :
    aeval ((1 / 2 : ℂ) • (U + V)) (Chebyshev.T ℂ (n : ℤ)) = (1 / 2 : ℂ) • (U ^ n + V ^ n) := by
  induction n using Nat.twoStepInduction with
  | zero =>
    simp only [Nat.cast_zero, Chebyshev.T_zero, map_one, pow_zero]
    module
  | one => simp only [Nat.cast_one, Chebyshev.T_one, aeval_X, pow_one]
  | more n ih0 ih1 =>
    have hc : ((n + 2 : ℕ) : ℤ) = (n : ℤ) + 2 := by push_cast; ring
    have hc1 : ((n + 1 : ℕ) : ℤ) = (n : ℤ) + 1 := by push_cast; ring
    rw [hc1] at ih1
    have h2 : (2 : A) * ((1 / 2 : ℂ) • (U + V)) = U + V := by
      rw [two_mul]
      module
    -- the mixed products lose one hop in each direction
    have hu : V * U ^ (n + 1) = U ^ n := by rw [pow_succ', ← mul_assoc, hVU, one_mul]
    have hv : U * V ^ (n + 1) = V ^ n := by rw [pow_succ', ← mul_assoc, hUV, one_mul]
    have key : (U + V) * (U ^ (n + 1) + V ^ (n + 1))
        = U ^ (n + 2) + V ^ (n + 2) + (U ^ n + V ^ n) := by
      rw [add_mul, mul_add, mul_add, hu, hv, ← pow_succ', ← pow_succ']
      abel
    rw [hc, Chebyshev.T_add_two]
    simp only [map_sub, map_mul, map_ofNat, aeval_X]
    rw [ih0, ih1, h2, mul_smul_comm, key]
    module
```

Q: And the phases?

A: Each hop contributes one, so Uⁿ takes j to j + n with phase exp(inφ/N). The proof adds one hop at a time; in the matrix product, `Finset.sum_eq_single` keeps the only intermediate site that contributes.

```lean
/-- On the ring, `n` forward hops move a particle by `n` sites and collect `n` phases. -/
theorem hop_pow (N : ℕ) [NeZero N] (φ : ℝ) (n : ℕ) (i j : ZMod N) :
    (hop N φ ^ n) i j = if i = j + (n : ZMod N) then phase N φ ^ n else 0 := by
  induction n generalizing i with
  | zero => simp [Matrix.one_apply]
  | succ n ih =>
    rw [pow_succ', Matrix.mul_apply, Finset.sum_eq_single (j + (n : ZMod N))]
    · rw [ih, if_pos rfl, hop, Matrix.of_apply, ite_mul, zero_mul, ← pow_succ',
        Nat.cast_succ, add_assoc]
    · intro k _ hk
      rw [ih, if_neg hk, mul_zero]
    · intro h
      exact absurd (Finset.mem_univ _) h
```

The backward hop undoes the forward one because the phase has modulus 1:

(U†U)_ij = Σ_k conj(U_ki) U_kj = δ_ij.

```lean
/-- The forward hop on the ring is unitary: the backward hop undoes it. -/
theorem hop_unitary (N : ℕ) [NeZero N] (φ : ℝ) : (hop N φ)ᴴ * hop N φ = 1 := by
  have hp : star (phase N φ) * phase N φ = 1 := by
    rw [← starRingEnd_apply, Complex.conj_mul', phase, Complex.norm_exp_ofReal_mul_I]
    norm_num
  ext i j
  rw [Matrix.mul_apply, Finset.sum_eq_single (i + 1)]
  · by_cases h : i = j
    · subst h
      simp only [Matrix.conjTranspose_apply, hop, Matrix.of_apply, if_true,
        Matrix.one_apply_eq, hp]
    · simp [hop, h]
  · intro k _ hk
    simp [hop, hk]
  · intro h
    exact absurd (Finset.mem_univ _) h
```

For finite matrices UU† = 1 follows, which the next proof obtains from `mul_eq_one_comm`. Since (U†)ⁿ is the adjoint of Uⁿ, the moment is

T_n(H)_xx = ((Uⁿ)_xx + conj (Uⁿ)_xx)/2 = Re (Uⁿ)_xx.

```lean
/-- The `n`-th ring moment is the real part of the amplitude to return after
`n` forward hops. -/
theorem ringMoment_eq_re (N : ℕ) [NeZero N] (φ : ℝ) (x : ZMod N) (n : ℕ) :
    ringMoment N φ x n = ((((hop N φ ^ n) x x).re : ℝ) : ℂ) := by
  have h := hop_unitary N φ
  rw [ringMoment, ringH, chebyshev_of_hops _ _ (mul_eq_one_comm.mp h) h,
    ← Matrix.conjTranspose_pow, Complex.re_eq_add_conj]
  simp only [Matrix.smul_apply, Matrix.add_apply, Matrix.conjTranspose_apply, smul_eq_mul,
    starRingEnd_apply]
  ring
```

Q: So the particle must be back at x after n hops in one direction.

A: Which happens exactly when N divides n. For n = mN the particle has gone round m times and collected exp(imφ), so

T_mN(H)_xx = Re exp(imφ) = cos(mφ),

and all other moments are zero. In the proof, `hp` collects the phase, and `CharP.cast_eq_zero_iff` says that n is zero modulo N only if N divides it.

```lean
/-- Chebyshev moments of a ring with flux `φ`: the moment of order `m N` is `cos (m φ)`,
and every moment whose order is not a multiple of `N` vanishes. -/
theorem ringMoment_winding (N : ℕ) [NeZero N] (φ : ℝ) (x : ZMod N) :
    (∀ m : ℕ, ringMoment N φ x (m * N) = ((Real.cos (m * φ) : ℝ) : ℂ)) ∧
      ∀ n : ℕ, ¬ N ∣ n → ringMoment N φ x n = 0 := by
  constructor
  · intro m
    have hN : (N : ℂ) ≠ 0 := Nat.cast_ne_zero.mpr (NeZero.ne N)
    -- m turns around the ring collect the phase m φ
    have hp : phase N φ ^ (m * N) = Complex.exp (((m * φ : ℝ) : ℂ) * Complex.I) := by
      rw [phase, ← Complex.exp_nat_mul]
      congr 1
      push_cast
      field_simp
    rw [ringMoment_eq_re, hop_pow, if_pos (by simp), hp, Complex.exp_ofReal_mul_I_re]
  · intro n hn
    have hx : ¬ x = x + (n : ZMod N) := by
      intro h
      exact hn ((CharP.cast_eq_zero_iff (ZMod N) N n).mp (left_eq_add.mp h))
    rw [ringMoment_eq_re, hop_pow, if_neg hx]
    simp
```

On the chain, n hops in one direction never return unless n = 0, so the moments are 1, 0, 0, … Here `hs` computes the repeated shift.

```lean
/-- On the infinite chain the moment of order zero is one and all others vanish. -/
theorem chainMoment_eq (x : ℤ) (n : ℕ) : chainMoment x n = if n = 0 then 1 else 0 := by
  have hs : ∀ (d : ℤ) (k : ℕ) (f : ℤ → ℂ) (y : ℤ), (shift d ^ k) f y = f (y - k * d) := by
    intro d k f
    induction k with
    | zero => intro y; simp
    | succ k ih =>
      intro y
      rw [pow_succ', Module.End.mul_apply]
      change (shift d ^ k) f (y - d) = _
      rw [ih]
      congr 1
      push_cast
      ring
  have h1 : shift 1 * shift (-1) = 1 := by
    ext f y
    simp [shift, LinearMap.funLeft_apply]
  have h2 : shift (-1) * shift 1 = 1 := by
    ext f y
    simp [shift, LinearMap.funLeft_apply]
  rw [chainMoment, chainH, chebyshev_of_hops _ _ h1 h2]
  simp only [LinearMap.smul_apply, LinearMap.add_apply, Pi.smul_apply, Pi.add_apply, hs,
    smul_eq_mul]
  by_cases hn : n = 0
  · subst hn
    norm_num
  · rw [Pi.single_eq_of_ne (by omega), Pi.single_eq_of_ne (by omega), if_neg hn]
    norm_num
```

Q: Now the comparison.

A: Orders 0 to N − 1 agree, since no positive number below N is a multiple of N. At order N the ring has cos φ and the chain has 0, so they agree exactly when cos φ = 0. The sites `x` and `y` are arbitrary, as both systems are uniform.

```lean
/-- Ring and infinite chain have the same moments below order `N`; at order `N` they agree
exactly when `cos φ = 0`. -/
theorem first_artefact (N : ℕ) [NeZero N] (φ : ℝ) (x : ZMod N) (y : ℤ) :
    (∀ n < N, ringMoment N φ x n = chainMoment y n) ∧
      (ringMoment N φ x N = chainMoment y N ↔ Real.cos φ = 0) := by
  constructor
  · intro n hn
    rw [chainMoment_eq]
    by_cases h0 : n = 0
    · subst h0
      simpa using (ringMoment_winding N φ x).1 0
    · rw [if_neg h0]
      exact (ringMoment_winding N φ x).2 n (Nat.not_dvd_of_pos_of_lt (by omega) hn)
  · have h := (ringMoment_winding N φ x).1 1
    rw [one_mul, Nat.cast_one, one_mul] at h
    rw [h, chainMoment_eq, if_neg (NeZero.ne N), Complex.ofReal_eq_zero]
```

At φ = π/2, an order below 2N that is a multiple of N has m = 0 or m = 1, with cos 0 = 1 and cos(π/2) = 0, as on the chain. At order 2N the ring gives cos π = −1.

```lean
/-- At flux `π/2` the ring has the moments of the infinite chain at all orders below `2 N`,
and its moment of order `2 N` is `-1`. -/
theorem quarter_flux (N : ℕ) [NeZero N] (x : ZMod N) (y : ℤ) :
    (∀ n < 2 * N, ringMoment N (π / 2) x n = chainMoment y n) ∧
      ringMoment N (π / 2) x (2 * N) = -1 := by
  constructor
  · intro n hn
    by_cases hd : N ∣ n
    · obtain ⟨m, hm⟩ := hd
      have hm' : n = m * N := by rw [hm, mul_comm]
      have hlt : m < 2 := by
        by_contra h
        have h' : 2 * N ≤ m * N := Nat.mul_le_mul_right N (by omega)
        omega
      rw [hm', (ringMoment_winding N (π / 2) x).1 m, chainMoment_eq]
      -- only zero or one turn around the ring is possible
      have hcase : m = 0 ∨ m = 1 := by omega
      rcases hcase with h | h
      · simp [h]
      · simp [h, NeZero.ne N]
    · have h0 : n ≠ 0 := fun h => hd (h ▸ dvd_zero N)
      rw [(ringMoment_winding N (π / 2) x).2 n hd, chainMoment_eq, if_neg h0]
  · rw [(ringMoment_winding N (π / 2) x).1 2,
      show ((2 : ℕ) : ℝ) * (π / 2) = π by push_cast; ring, Real.cos_pi]
    norm_num
```

Q: So the error is postponed, not abolished. Does averaging over the flux abolish it?

A: Yes, for the full continuous average. For m ≥ 1,

∫₀^2π cos(mφ) dφ = sin(2πm)/m = 0,

while m = 0 gives 2π. Dividing by 2π leaves the chain moment at every order. The theorem concerns this integral, not a finite grid of twists.

```lean
/-- Twist averaging: the integral of any ring moment over one flux period is `2 π` times
the moment of the infinite chain. -/
theorem twist_average (N : ℕ) [NeZero N] (x : ZMod N) (y : ℤ) (n : ℕ) :
    ∫ φ in (0 : ℝ)..(2 * π), ringMoment N φ x n = ((2 * π : ℝ) : ℂ) * chainMoment y n := by
  rw [chainMoment_eq]
  by_cases hd : N ∣ n
  · obtain ⟨m, hm⟩ := hd
    have hm' : n = m * N := by rw [hm, mul_comm]
    have hf : (fun φ : ℝ => ringMoment N φ x n)
        = fun φ : ℝ => ((Real.cos (m * φ) : ℝ) : ℂ) := by
      funext φ
      rw [hm', (ringMoment_winding N φ x).1 m]
    rw [hf, intervalIntegral.integral_ofReal]
    by_cases h0 : m = 0
    · simp [hm', h0]
    · have hmR : (m : ℝ) ≠ 0 := Nat.cast_ne_zero.mpr h0
      have hs : Real.sin ((m : ℝ) * (2 * π)) = 0 := by
        rw [show (m : ℝ) * (2 * π) = ((2 * m : ℕ) : ℝ) * π by push_cast; ring]
        exact Real.sin_nat_mul_pi _
      have hn : n ≠ 0 := by
        rw [hm']
        exact Nat.mul_ne_zero h0 (NeZero.ne N)
      rw [intervalIntegral.integral_comp_mul_left (fun t => Real.cos t) hmR, integral_cos,
        hs, if_neg hn]
      simp
  · have h0 : n ≠ 0 := fun h => hd (h ▸ dvd_zero N)
    have hf : (fun φ : ℝ => ringMoment N φ x n) = fun _ => 0 := by
      funext φ
      exact (ringMoment_winding N φ x).2 n hd
    rw [hf, if_neg h0]
    simp

end

end TwistedRingMoments
```

```lean
#print axioms TwistedRingMoments.ringMoment_winding
#print axioms TwistedRingMoments.first_artefact
#print axioms TwistedRingMoments.quarter_flux
#print axioms TwistedRingMoments.twist_average
```

```
'TwistedRingMoments.ringMoment_winding' depends on axioms: [propext, Classical.choice, Quot.sound]
'TwistedRingMoments.first_artefact' depends on axioms: [propext, Classical.choice, Quot.sound]
'TwistedRingMoments.quarter_flux' depends on axioms: [propext, Classical.choice, Quot.sound]
'TwistedRingMoments.twist_average' depends on axioms: [propext, Classical.choice, Quot.sound]
```

Q: What would I see in a real run?

A: In the kernel polynomial method you start from v_0, the particle at x, set v_1 = H v_0, iterate v_n+2 = 2H v_n+1 − v_n, and record the x component of each v_n. Take N = 100 and H exactly as defined above; a code that first shrinks the band to lie strictly inside [−1, 1] records other values. Without flux, order 100 gives 1 where the chain has 0. With φ = π/2 it gives 0, and the first wrong number is −1 at order 200. A density of states built from 150 moments therefore uses the chain's own moments, for this uniform, non-interacting ring.

Q: And with disorder, interactions or a second dimension?

A: The theorems say nothing there. The derivation uses that H is half the sum of a uniform one-site hop and its inverse, and random on-site energies add a diagonal term that doesn't fit this form.
